# On a finite site set, the GW correlation self-energy tends to its COHSEX form when mode energies and couplings grow in proportion

Take one site, one orbital of energy \(e\) and occupation \(f\), and one screening mode of energy \(\Omega>0\) and coupling \(B\). At frequency \(\omega\) the correlation self-energy is
\[
B\left[\frac{f}{\omega-e+\Omega}+\frac{1-f}{\omega-e-\Omega}\right].
\]
Replace \(B\) and \(\Omega\) by \(tB\) and \(t\Omega\). The static screened interaction without its bare part, \(W_c=-2B/\Omega\), does not change, but for large \(t\) the mode responds fast compared with \(|\omega-e|\), and the expression tends to
\[
\frac{fB}{\Omega}-\frac{(1-f)B}{\Omega}=-fW_c+\tfrac12 W_c .
\]
The first term is screened exchange minus bare exchange, and the second is the Coulomb hole. With several sites, completeness of the orbitals makes the second term local.

## Orbitals, modes and the two self-energies

The finite types `ι`, `ν` and `σ` label sites \(r\), orbitals \(n\) and screening modes \(s\).

```lean
import Mathlib

open Filter Topology ComplexConjugate

namespace StaticCohsex

noncomputable section

variable {ι ν σ : Type*} [Fintype ι] [DecidableEq ι] [Fintype ν] [Fintype σ]
```

The orbitals \(\varphi_n\) form an orthonormal basis of \(\mathbb C^{\iota}\), and `(φ n).ofLp r` is the amplitude \(\varphi_n(r)\). For real numbers \(g_n\), one definition covers the kernel
\[
\sum_n g_n\,\varphi_n(r)\varphi_n(r')^* .
\]
With the occupations \(g=f\) it is the density matrix \(\rho\); with the energies \(g=e\) it is the one-particle Hamiltonian \(h\). There is no spin factor, and the occupations may be any real numbers.

```lean
/-- The kernel `∑ₙ gₙ φₙ(r) φₙ(r')*` of the operator with eigenvalues `gₙ` in the orbitals `φₙ`.
Occupations `g = f` give the density matrix, energies `g = e` the one-particle Hamiltonian. -/
def orbitalKernel (φ : OrthonormalBasis ν ℂ (EuclideanSpace ℂ ι)) (g : ν → ℝ) (r r' : ι) : ℂ :=
  ∑ n, (g n : ℂ) * ((φ n).ofLp r * conj ((φ n).ofLp r'))
```

The dynamical part of the screened interaction at frequency \(z\) is a sum over modes,
\[
W_c(r,r';z)=\sum_s B_s(r,r')\left[\frac1{z-\Omega_s}-\frac1{z+\Omega_s}\right].
\]
The matrices \(B_s\) and energies \(\Omega_s\) are given data, not computed from a polarisability, and no symmetry of \(B_s\) is required.

```lean
/-- The dynamical part of the screened interaction at frequency `z`, a sum over modes with
energies `Ω s` and coupling matrices `B s`; its domain is `z ≠ ± Ω s`. -/
def dynamicW (B : σ → Matrix ι ι ℂ) (Ω : σ → ℝ) (z : ℂ) (r r' : ι) : ℂ :=
  ∑ s, B s r r' * (1 / (z - Ω s) - 1 / (z + Ω s))
```

At \(z=0\) this becomes \(W_c(r,r')=-2\sum_s B_s(r,r')/\Omega_s\).

```lean
/-- The static screened interaction without its bare part, `Wc = -2 ∑ₛ Bₛ / Ωₛ`,
for nonzero mode energies. -/
def staticW (B : σ → Matrix ι ι ℂ) (Ω : σ → ℝ) (r r' : ι) : ℂ :=
  -2 * ∑ s, B s r r' / Ω s
```

The self-energy is taken as an explicit pole sum; its derivation from a convolution of the Green's function \(G\) and the screened interaction \(W\) is assumed. Occupied states contribute poles at \(e_n-\Omega_s\), empty states at \(e_n+\Omega_s\):
\[
\Sigma(r,r';\omega)=\sum_{n,s}\varphi_n(r)\varphi_n(r')^*B_s(r,r')\left[\frac{f_n}{\omega-e_n+\Omega_s}+\frac{1-f_n}{\omega-e_n-\Omega_s}\right].
\]
The frequency \(\omega\) is complex, and there is no separate infinitesimal broadening.

```lean
/-- The GW correlation self-energy at frequency `ω`, for orbitals `φ`, energies `e` and
occupations `f`; its domain is `ω - e n ≠ ± Ω s`. -/
def selfEnergy (φ : OrthonormalBasis ν ℂ (EuclideanSpace ℂ ι)) (e f : ν → ℝ)
    (B : σ → Matrix ι ι ℂ) (Ω : σ → ℝ) (ω : ℂ) (r r' : ι) : ℂ :=
  ∑ n, ∑ s, (φ n).ofLp r * conj ((φ n).ofLp r') * B s r r' *
    (f n / (ω - e n + Ω s) + (1 - f n) / (ω - e n - Ω s))
```

Its proposed limit is \(-\rho(r,r')W_c(r,r')+\tfrac12\delta_{rr'}W_c(r,r)\). Bare exchange is left out of both self-energies.

```lean
/-- The COHSEX self-energy without bare exchange: screened exchange `-ρ(r,r') Wc(r,r')` plus the
local Coulomb hole `δ(r,r') Wc(r,r) / 2`, for nonzero mode energies. -/
def cohsex (φ : OrthonormalBasis ν ℂ (EuclideanSpace ℂ ι)) (f : ν → ℝ)
    (B : σ → Matrix ι ι ℂ) (Ω : σ → ℝ) (r r' : ι) : ℂ :=
  -orbitalKernel φ f r r' * staticW B Ω r r' + if r = r' then staticW B Ω r r / 2 else 0
```

## Completeness gives the site delta

Let \(\delta_r\) be the unit vector at site \(r\). Inserting the complete basis between two such vectors gives
\[
\sum_n\varphi_n(r)\varphi_n(r')^*=\sum_n\langle\delta_r,\varphi_n\rangle\langle\varphi_n,\delta_{r'}\rangle=\langle\delta_r,\delta_{r'}\rangle=\delta_{rr'} .
\]
The proof applies Mathlib's `sum_inner_mul_inner` to these vectors and evaluates the inner products.

```lean
/-- Completeness: the orbital products summed over all states, occupied and empty, give the
site delta. -/
theorem completeness (φ : OrthonormalBasis ν ℂ (EuclideanSpace ℂ ι)) (r r' : ι) :
    ∑ n, (φ n).ofLp r * conj ((φ n).ofLp r') = if r = r' then 1 else 0 := by
  have h := φ.sum_inner_mul_inner (EuclideanSpace.single r (1 : ℂ))
    (EuclideanSpace.single r' (1 : ℂ))
  rw [EuclideanSpace.inner_single_left] at h
  simpa [EuclideanSpace.inner_single_left, EuclideanSpace.inner_single_right,
    Pi.single_apply] using h
```

## A distant, strong pole acts as a constant

For fixed \(x\) and \(a\neq0\), dividing numerator and denominator by \(t\) gives
\[
\frac{t}{x+ta}=\frac{1}{x/t+a}\longrightarrow\frac1a .
\]
In Lean, `h1` is the limit of the denominator, `inv₀` inverts it, and the identity of the two fractions is needed only for \(t>0\).

```lean
/-- A pole of strength `t` at `x = -t a`, with `a ≠ 0`, tends at fixed `x` to the constant `1 / a`
as `t → ∞`. -/
theorem tendsto_pole (x : ℂ) {a : ℂ} (ha : a ≠ 0) :
    Tendsto (fun t : ℝ => (t : ℂ) / (x + t * a)) atTop (𝓝 (1 / a)) := by
  have h0 : Tendsto (fun t : ℝ => (t : ℂ)⁻¹) atTop (𝓝 0) := by
    have h := (Complex.continuous_ofReal.tendsto 0).comp (tendsto_inv_atTop_zero (𝕜 := ℝ))
    simpa [Function.comp_def] using h
  have h1 : Tendsto (fun t : ℝ => x * (t : ℂ)⁻¹ + a) atTop (𝓝 a) := by
    simpa using (h0.const_mul x).add_const a
  rw [one_div]
  refine (h1.inv₀ ha).congr' ?_
  filter_upwards [eventually_gt_atTop (0 : ℝ)] with t ht
  have ht' : (t : ℂ) ≠ 0 := Complex.ofReal_ne_zero.mpr ht.ne'
  have h2 : x * (t : ℂ)⁻¹ + a = (x + t * a) / t := by field_simp
  rw [h2, inv_div]
```

The deviation from the constant follows from a common denominator:
\[
t\left(\frac{t}{x+ta}-\frac1a\right)=-\frac{x}{a}\,\frac{t}{x+ta}\longrightarrow-\frac{x}{a^2}.
\]
The previous limit is nonzero, so the denominator eventually does not vanish, and `linear_combination` checks the identity there.

```lean
/-- The deviation of `t / (x + t a)` from its limit `1 / a`, multiplied by `t`, tends to `-x / a²`
as `t → ∞`, for `a ≠ 0`. -/
theorem tendsto_pole_correction (x : ℂ) {a : ℂ} (ha : a ≠ 0) :
    Tendsto (fun t : ℝ => (t : ℂ) * (t / (x + t * a) - 1 / a)) atTop (𝓝 (-x / a ^ 2)) := by
  have h := tendsto_pole x ha
  have hlim : -x / a ^ 2 = -x / a * (1 / a) := by field_simp
  rw [hlim]
  refine (h.const_mul (-x / a)).congr' ?_
  -- far out, the denominator no longer vanishes
  filter_upwards [h.eventually_ne (one_div_ne_zero ha)] with t ht
  have hd : x + t * a ≠ 0 := fun h0 => ht (by rw [h0, div_zero])
  have h1 := mul_inv_cancel₀ hd
  have h2 := mul_inv_cancel₀ ha
  linear_combination (-((t : ℂ) * a⁻¹)) * h1 + (t : ℂ) ^ 2 * (x + t * a)⁻¹ * h2
```

## The interaction becomes static

For each mode, the pole limit with \(x=z\) and \(a=\mp\Omega_s\) gives
\[
\frac{t}{z-t\Omega_s}-\frac{t}{z+t\Omega_s}\longrightarrow-\frac{2}{\Omega_s}.
\]
Multiplying by \(B_s(r,r')\) and summing over the finite set of modes yields the static \(W_c(r,r')\) at every fixed \(z\).

```lean
omit [Fintype ι] [DecidableEq ι] in
/-- At any fixed frequency the interaction becomes static when couplings and positive mode
energies are scaled up together. -/
theorem dynamicW_tendsto_staticW (B : σ → Matrix ι ι ℂ) {Ω : σ → ℝ} (hΩ : ∀ s, 0 < Ω s)
    (z : ℂ) (r r' : ι) :
    Tendsto (fun t : ℝ => dynamicW (fun s => (t : ℂ) • B s) (fun s => t * Ω s) z r r')
      atTop (𝓝 (staticW B Ω r r')) := by
  have hlim : staticW B Ω r r' = ∑ s, B s r r' * (1 / (-(Ω s : ℂ)) - 1 / Ω s) := by
    unfold staticW
    rw [Finset.mul_sum]
    refine Finset.sum_congr rfl fun s _ => ?_
    rw [div_neg]
    ring
  rw [hlim]
  refine Tendsto.congr (fun t => ?_) (tendsto_finsetSum _ fun s _ =>
    ((tendsto_pole z (neg_ne_zero.mpr (Complex.ofReal_ne_zero.mpr (hΩ s).ne'))).sub
      (tendsto_pole z (Complex.ofReal_ne_zero.mpr (hΩ s).ne'))).const_mul (B s r r'))
  unfold dynamicW
  refine Finset.sum_congr rfl fun s _ => ?_
  have h1 : z - ((t * Ω s : ℝ) : ℂ) = z + t * (-(Ω s : ℂ)) := by push_cast; ring
  have h2 : z + ((t * Ω s : ℝ) : ℂ) = z + t * (Ω s : ℂ) := by push_cast; ring
  rw [h1, h2]
  simp only [Matrix.smul_apply, smul_eq_mul]
  ring
```

## The self-energy becomes COHSEX

After scaling, the bracket in \(\Sigma\), multiplied by the factor \(t\) from the coupling \(tB_s\), is
\[
f_n\frac{t}{\omega-e_n+t\Omega_s}+(1-f_n)\frac{t}{\omega-e_n+t(-\Omega_s)},
\]
which contains the same pole factor twice, with \(x=\omega-e_n\) and \(a=\pm\Omega_s\).

```lean
omit [DecidableEq ι] in
/-- The scaled self-energy, written with one pole factor for occupied and one for empty
states. -/
theorem selfEnergy_scaled (φ : OrthonormalBasis ν ℂ (EuclideanSpace ℂ ι)) (e f : ν → ℝ)
    (B : σ → Matrix ι ι ℂ) (Ω : σ → ℝ) (ω : ℂ) (r r' : ι) (t : ℝ) :
    selfEnergy φ e f (fun s => (t : ℂ) • B s) (fun s => t * Ω s) ω r r' =
      ∑ n, ∑ s, (φ n).ofLp r * conj ((φ n).ofLp r') * B s r r' *
        (f n * (t / (ω - e n + t * Ω s)) + (1 - f n) * (t / (ω - e n + t * (-(Ω s : ℂ))))) := by
  unfold selfEnergy
  refine Finset.sum_congr rfl fun n _ => Finset.sum_congr rfl fun s _ => ?_
  have h1 : ω - e n + ((t * Ω s : ℝ) : ℂ) = ω - e n + t * (Ω s : ℂ) := by push_cast; ring
  have h2 : ω - e n - ((t * Ω s : ℝ) : ℂ) = ω - e n + t * (-(Ω s : ℂ)) := by push_cast; ring
  rw [h1, h2]
  simp only [Matrix.smul_apply, smul_eq_mul]
  ring
```

COHSEX can be put in the same form. Substituting \(W_c\) and then completeness,
\[
-\rho W_c+\tfrac12\delta_{rr'}W_c
=(2\rho-\delta_{rr'})\sum_s\frac{B_s}{\Omega_s}
=\sum_{n,s}\varphi_n(r)\varphi_n(r')^*B_s\left[\frac{f_n}{\Omega_s}-\frac{1-f_n}{\Omega_s}\right],
\]
with all matrices taken at \((r,r')\). The Lean proof separates \(r=r'\) from \(r\neq r'\) to handle the local term.

```lean
/-- COHSEX as a sum over orbitals and modes: occupied states enter with `1 / Ω`, empty states
with `-1 / Ω`. -/
theorem cohsex_eq_sum (φ : OrthonormalBasis ν ℂ (EuclideanSpace ℂ ι)) (f : ν → ℝ)
    (B : σ → Matrix ι ι ℂ) (Ω : σ → ℝ) (r r' : ι) :
    cohsex φ f B Ω r r' = ∑ n, ∑ s, (φ n).ofLp r * conj ((φ n).ofLp r') * B s r r' *
      (f n * (1 / (Ω s : ℂ)) + (1 - f n) * (1 / (-(Ω s : ℂ)))) := by
  have h : (2 * orbitalKernel φ f r r' - ∑ n, (φ n).ofLp r * conj ((φ n).ofLp r')) *
      ∑ s, B s r r' / Ω s = ∑ n, ∑ s, (φ n).ofLp r * conj ((φ n).ofLp r') * B s r r' *
      (f n * (1 / (Ω s : ℂ)) + (1 - f n) * (1 / (-(Ω s : ℂ)))) := by
    unfold orbitalKernel
    rw [Finset.mul_sum _ _ (2 : ℂ), ← Finset.sum_sub_distrib, Finset.sum_mul_sum]
    refine Finset.sum_congr rfl fun n _ => Finset.sum_congr rfl fun s _ => ?_
    rw [div_neg]
    ring
  -- completeness makes the Coulomb hole local
  rw [← h, completeness]
  unfold cohsex staticW
  by_cases hr : r = r'
  · subst hr
    simp only [if_true]
    ring
  · simp only [if_neg hr]
    ring
```

The two sums now agree term by term in the limit. The theorem says that for every \(\omega\), \(r\) and \(r'\), with all \(\Omega_s>0\), the scaled self-energy tends to COHSEX as the real parameter \(t\) goes to infinity (`atTop`). Positivity expresses that the modes are genuine excitations; the proof uses only that \(\Omega_s\neq0\).

```lean
/-- Static limit of GW: when couplings and positive mode energies are scaled up together, the
correlation self-energy at any fixed frequency tends to its COHSEX form. -/
theorem selfEnergy_tendsto_cohsex (φ : OrthonormalBasis ν ℂ (EuclideanSpace ℂ ι))
    (e f : ν → ℝ) (B : σ → Matrix ι ι ℂ) {Ω : σ → ℝ} (hΩ : ∀ s, 0 < Ω s) (ω : ℂ) (r r' : ι) :
    Tendsto (fun t : ℝ => selfEnergy φ e f (fun s => (t : ℂ) • B s) (fun s => t * Ω s) ω r r')
      atTop (𝓝 (cohsex φ f B Ω r r')) := by
  simp only [selfEnergy_scaled]
  rw [cohsex_eq_sum]
  refine tendsto_finsetSum _ fun n _ => tendsto_finsetSum _ fun s _ => ?_
  have hs : (Ω s : ℂ) ≠ 0 := Complex.ofReal_ne_zero.mpr (hΩ s).ne'
  exact (((tendsto_pole _ hs).const_mul _).add
    ((tendsto_pole _ (neg_ne_zero.mpr hs)).const_mul _)).const_mul _
```

For electronic structure, this identifies COHSEX without bare exchange as the fast-screening limit, at fixed static \(W_c\), of GW correlation in a finite orbital space with prescribed modes. "Fast" is measured against \(|\omega-e_n|\) for every orbital, including the highest empty one, so a continuum with unbounded \(e_n\) is not covered.

Completeness is essential to the local Coulomb hole. On two sites, keep only the empty orbital \((1,1)/\sqrt2\), with one mode \(\Omega=1\) and all entries of \(B\) equal to 1. Between different sites the scaled sum is \(\tfrac12\,t/(\omega-e-t)\), which tends to \(-\tfrac12\), whereas the COHSEX formula gives 0. In Lean, the type `OrthonormalBasis` excludes such a truncated set.

## For given modes, the first correction does not depend on the occupations

Applying the second pole limit to each term, the bracket contributes
\[
-f_n\frac{\omega-e_n}{\Omega_s^2}-(1-f_n)\frac{\omega-e_n}{(-\Omega_s)^2}=-\frac{\omega-e_n}{\Omega_s^2}.
\]
The occupations cancel, for given orbitals, energies and modes. In a GW calculation they still enter through the polarisability, which determines \(B_s\) and \(\Omega_s\). Summing over \(n\) turns \(\omega\) into \(\omega\delta_{rr'}\) and \(e_n\) into \(h(r,r')\). Hence \(t\) times the deviation from COHSEX tends to
\[
-\bigl(\omega\delta_{rr'}-h(r,r')\bigr)\sum_s\frac{B_s(r,r')}{\Omega_s^2}.
\]
In the proof, `hlim` writes this result as a sum over orbitals and modes, and the final steps combine the scaled self-energy and COHSEX into one sum of pole deviations.

```lean
/-- Leading dynamical correction for positive mode energies: `t` times the deviation from COHSEX
tends to `-(ω δ(r,r') - h(r,r')) ∑ₛ Bₛ(r,r') / Ωₛ²`, with `h` the one-particle Hamiltonian,
whatever the occupations. -/
theorem cohsex_leading_correction (φ : OrthonormalBasis ν ℂ (EuclideanSpace ℂ ι))
    (e f : ν → ℝ) (B : σ → Matrix ι ι ℂ) {Ω : σ → ℝ} (hΩ : ∀ s, 0 < Ω s) (ω : ℂ) (r r' : ι) :
    Tendsto (fun t : ℝ => (t : ℂ) *
        (selfEnergy φ e f (fun s => (t : ℂ) • B s) (fun s => t * Ω s) ω r r'
          - cohsex φ f B Ω r r')) atTop
      (𝓝 (-(ω * (if r = r' then 1 else 0) - orbitalKernel φ e r r') *
        ∑ s, B s r r' / (Ω s : ℂ) ^ 2)) := by
  -- both kinds of states contribute the same correction, so the occupations cancel
  have hlim : -(ω * (if r = r' then 1 else 0) - orbitalKernel φ e r r') *
      ∑ s, B s r r' / (Ω s : ℂ) ^ 2 =
      ∑ n, ∑ s, (φ n).ofLp r * conj ((φ n).ofLp r') * B s r r' *
        (f n * (-(ω - e n) / (Ω s : ℂ) ^ 2) +
          (1 - f n) * (-(ω - e n) / (-(Ω s : ℂ)) ^ 2)) := by
    rw [← completeness φ r r']
    unfold orbitalKernel
    rw [Finset.mul_sum _ _ ω, ← Finset.sum_sub_distrib, ← Finset.sum_neg_distrib,
      Finset.sum_mul_sum]
    refine Finset.sum_congr rfl fun n _ => Finset.sum_congr rfl fun s _ => ?_
    rw [neg_sq]
    ring
  rw [hlim]
  refine Tendsto.congr (fun t => ?_) (tendsto_finsetSum _ fun n _ =>
    tendsto_finsetSum _ fun s _ =>
      (((tendsto_pole_correction (ω - e n)
          (Complex.ofReal_ne_zero.mpr (hΩ s).ne')).const_mul (f n : ℂ)).add
        ((tendsto_pole_correction (ω - e n)
          (neg_ne_zero.mpr (Complex.ofReal_ne_zero.mpr (hΩ s).ne'))).const_mul
            (1 - f n : ℂ))).const_mul ((φ n).ofLp r * conj ((φ n).ofLp r') * B s r r'))
  rw [selfEnergy_scaled, cohsex_eq_sum, ← Finset.sum_sub_distrib, Finset.mul_sum]
  refine Finset.sum_congr rfl fun n _ => ?_
  rw [← Finset.sum_sub_distrib, Finset.mul_sum]
  refine Finset.sum_congr rfl fun s _ => ?_
  ring

end

end StaticCohsex
```

```lean
#print axioms StaticCohsex.dynamicW_tendsto_staticW
#print axioms StaticCohsex.selfEnergy_tendsto_cohsex
#print axioms StaticCohsex.cohsex_leading_correction
```

```
'StaticCohsex.dynamicW_tendsto_staticW' depends on axioms: [propext, Classical.choice, Quot.sound]
'StaticCohsex.selfEnergy_tendsto_cohsex' depends on axioms: [propext, Classical.choice, Quot.sound]
'StaticCohsex.cohsex_leading_correction' depends on axioms: [propext, Classical.choice, Quot.sound]
```
